# The Kelvin transform carries harmonic functions to harmonic functions away from the origin

To turn an electrostatic potential in the charge-free interior of the unit sphere into one outside it with the same boundary values, one evaluates it at $x/\|x\|^2$ and divides by $\|x\|$. The new function solves Laplace's equation because its Laplacian at $x$ is $\|x\|^{-5}$ times the old one at the inverted point.

In Lean 4 with Mathlib:

```lean
import Mathlib

open Filter Topology

namespace KelvinTransform

noncomputable section

/-- Euclidean space of dimension `d`. -/
abbrev Space (d : ℕ) := EuclideanSpace ℝ (Fin d)

variable {d : ℕ}

/-- The unit vector along the coordinate axis `i`. -/
def axis (i : Fin d) : Space d := EuclideanSpace.single i (1 : ℝ)

/-- The Laplacian: the sum of the second derivatives along the coordinate axes. -/
def laplacian (f : Space d → ℝ) (x : Space d) : ℝ :=
  ∑ i, deriv (deriv fun t : ℝ => f (x + t • axis i)) 0

/-- Inversion in the unit sphere, `x ↦ x / ‖x‖²`. -/
def invert (x : Space d) : Space d := (‖x‖ ^ 2)⁻¹ • x

/-- The Kelvin transform `‖x‖^(2-d) f(x / ‖x‖²)` of a function `f`. -/
def kelvin (f : Space d → ℝ) (x : Space d) : ℝ :=
  ‖x‖ ^ (2 - (d : ℝ)) * f (invert x)

/-- A function is harmonic on `U` if at each point of `U` it is twice continuously
differentiable and its Laplacian vanishes. -/
def HarmonicOn (f : Space d → ℝ) (U : Set (Space d)) : Prop :=
  ∀ x ∈ U, ContDiffAt ℝ 2 f x ∧ laplacian f x = 0

/-- Second-order chain rule for a weighted function `u(t) f(γ(t))` along a curve `γ`. -/
theorem second_deriv_along {f : Space d → ℝ} {u u1 : ℝ → ℝ} {u2 : ℝ}
    {γ γ1 : ℝ → Space d} {γ2 : Space d} (hf : ContDiffAt ℝ 2 f (γ 0))
    (hu : ∀ᶠ t in 𝓝 (0 : ℝ), HasDerivAt u (u1 t) t) (hu1 : HasDerivAt u1 u2 0)
    (hγ : ∀ᶠ t in 𝓝 (0 : ℝ), HasDerivAt γ (γ1 t) t) (hγ1 : HasDerivAt γ1 γ2 0) :
    deriv (deriv fun t => u t * f (γ t)) 0 =
      u2 * f (γ 0) + 2 * u1 0 * fderiv ℝ f (γ 0) (γ1 0) +
      u 0 * (fderiv ℝ (fderiv ℝ f) (γ 0) (γ1 0) (γ1 0) + fderiv ℝ f (γ 0) γ2) := by
  have hd : ∀ᶠ y in 𝓝 (γ 0), DifferentiableAt ℝ f y :=
    (hf.eventually (by simp)).mono fun y hy => hy.differentiableAt (by norm_num)
  have h2 : DifferentiableAt ℝ (fderiv ℝ f) (γ 0) :=
    (hf.fderiv_right (m := 1) (by norm_num)).differentiableAt (by norm_num)
  have hγ0 : HasDerivAt γ (γ1 0) 0 := hγ.self_of_nhds
  have hu0 : HasDerivAt u (u1 0) 0 := hu.self_of_nhds
  have hc := hγ0.continuousAt.tendsto.eventually hd
  -- the first derivative, valid near `t = 0`
  have hF : deriv (fun t => u t * f (γ t)) =ᶠ[𝓝 0]
      fun t => u1 t * f (γ t) + u t * fderiv ℝ f (γ t) (γ1 t) := by
    filter_upwards [hu, hγ, hc] with t a b c
    have e : HasDerivAt (fun t => f (γ t)) (fderiv ℝ f (γ t) (γ1 t)) t :=
      c.hasFDerivAt.comp_hasDerivAt t b
    exact (a.fun_mul e).deriv
  have e0 : HasDerivAt (fun t => f (γ t)) (fderiv ℝ f (γ 0) (γ1 0)) 0 :=
    hd.self_of_nhds.hasFDerivAt.comp_hasDerivAt 0 hγ0
  have e1 : HasDerivAt (fun t => fderiv ℝ f (γ t))
      (fderiv ℝ (fderiv ℝ f) (γ 0) (γ1 0)) 0 :=
    h2.hasFDerivAt.comp_hasDerivAt 0 hγ0
  rw [hF.deriv_eq, ((hu1.fun_mul e0).fun_add (hu0.fun_mul (e1.clm_apply hγ1))).deriv]
  ring

/-- Where `f` is twice continuously differentiable, its Laplacian is the trace of its second Fréchet
derivative. -/
theorem laplacian_eq_trace {f : Space d → ℝ} {y : Space d} (hf : ContDiffAt ℝ 2 f y) :
    laplacian f y = ∑ i, fderiv ℝ (fderiv ℝ f) y (axis i) (axis i) := by
  refine Finset.sum_congr rfl fun i _ => ?_
  have hl (t : ℝ) : HasDerivAt (fun t : ℝ => y + t • axis i) (axis i) t :=
    (((hasDerivAt_id' t).smul_const (axis i)).const_add y).congr_deriv (one_smul ℝ _)
  have key := second_deriv_along (f := f) (u := fun _ => 1) (u1 := fun _ => 0) (u2 := 0)
    (γ := fun t => y + t • axis i) (γ1 := fun _ => axis i) (γ2 := 0)
    (by simpa using hf) (Eventually.of_forall fun t => hasDerivAt_const t 1)
    (hasDerivAt_const _ _) (Eventually.of_forall hl) (hasDerivAt_const _ _)
  simpa using key

/-- A linear functional is the sum of its values on the axes, weighted by coordinates. -/
theorem sum_coord (L : Space d →L[ℝ] ℝ) (x : Space d) :
    ∑ i, x i * L (axis i) = L x := by
  have hsum : ∑ i, x i • axis i = x := by
    have h := (EuclideanSpace.basisFun (Fin d) ℝ).sum_repr x
    simp only [EuclideanSpace.basisFun_repr, EuclideanSpace.basisFun_apply] at h
    exact h
  calc ∑ i, x i * L (axis i) = L (∑ i, x i • axis i) := by
        simp only [map_sum, map_smul, smul_eq_mul]
    _ = L x := by rw [hsum]

/-- Second derivative of `q^p f((x + t v)/q)` at `t = 0`, for a weight `q(t)`, positive at `t = 0`,
with slope `2a + 2t`. -/
theorem second_deriv_inverted_line {f : Space d → ℝ} {x v y : Space d} {q : ℝ → ℝ}
    {a p : ℝ} (hq : ∀ t, HasDerivAt q (2 * a + 2 * t) t) (h0 : 0 < q 0)
    (hy : y = (q 0)⁻¹ • x) (hf : ContDiffAt ℝ 2 f y) :
    deriv (deriv fun t => q t ^ p * f ((q t)⁻¹ • (x + t • v))) 0 =
      q 0 ^ (p - 2) * (fderiv ℝ (fderiv ℝ f) y v v
        + (2 * p * q 0 * f y - 2 * fderiv ℝ f y x)
        + a ^ 2 * (4 * p * (p - 1) * f y + 8 * (1 - p) / q 0 * fderiv ℝ f y x
            + 4 / q 0 ^ 2 * fderiv ℝ (fderiv ℝ f) y x x)
        + 4 * (p - 1) * (a * fderiv ℝ f y v)
        - 2 / q 0 * (a * fderiv ℝ (fderiv ℝ f) y v x
            + a * fderiv ℝ (fderiv ℝ f) y x v)) := by
  subst hy
  have hne : q 0 ≠ 0 := h0.ne'
  have hpos : ∀ᶠ t in 𝓝 (0 : ℝ), 0 < q t :=
    (hq 0).continuousAt.tendsto.eventually (lt_mem_nhds h0)
  have hl (t : ℝ) : HasDerivAt (fun t : ℝ => x + t • v) v t :=
    (((hasDerivAt_id' t).smul_const v).const_add x).congr_deriv (one_smul ℝ _)
  have h1 : HasDerivAt (fun t : ℝ => 2 * a + 2 * t) 2 0 :=
    (((hasDerivAt_id' (0 : ℝ)).const_mul 2).const_add (2 * a)).congr_deriv (mul_one 2)
  -- the weight and its two derivatives
  have hu : ∀ᶠ t in 𝓝 (0 : ℝ), HasDerivAt (fun t => q t ^ p)
      ((2 * a + 2 * t) * p * q t ^ (p - 1)) t :=
    hpos.mono fun t ht => (hq t).rpow_const (Or.inl ht.ne')
  have hu1 := (h1.mul_const p).fun_mul ((hq 0).rpow_const (p := p - 1) (Or.inl hne))
  -- the inverted line and its two derivatives
  have hγ : ∀ᶠ t in 𝓝 (0 : ℝ), HasDerivAt (fun t => (q t)⁻¹ • (x + t • v))
      ((q t)⁻¹ • v + (-(2 * a + 2 * t) / q t ^ 2) • (x + t • v)) t :=
    hpos.mono fun t ht => ((hq t).inv ht.ne').smul (hl t)
  have hm : HasDerivAt (fun t => -(2 * a + 2 * t) / q t ^ 2)
      (8 * a ^ 2 / q 0 ^ 3 - 2 / q 0 ^ 2) 0 := by
    refine (h1.fun_neg.fun_div ((hq 0).fun_pow 2) (pow_ne_zero 2 hne)).congr_deriv ?_
    simp only [Nat.cast_ofNat, Nat.reduceSub, pow_one, mul_zero, add_zero]
    field_simp
    ring
  have hγ1 : HasDerivAt
      (fun t => (q t)⁻¹ • v + (-(2 * a + 2 * t) / q t ^ 2) • (x + t • v))
      ((-(2 * a + 2 * 0) / q 0 ^ 2) • v + ((-(2 * a + 2 * 0) / q 0 ^ 2) • v
        + (8 * a ^ 2 / q 0 ^ 3 - 2 / q 0 ^ 2) • (x + (0 : ℝ) • v))) 0 :=
    (((hq 0).inv hne).smul_const v).fun_add (hm.smul (hl 0))
  refine (second_deriv_along (f := f) (by simpa using hf) hu hu1 hγ hγ1).trans ?_
  have hA1 : q 0 ^ (p - 1) = q 0 ^ (p - 2) * q 0 := by
    rw [← Real.rpow_add_one hne]; congr 1; ring
  have hA : q 0 ^ p = q 0 ^ (p - 2) * q 0 ^ 2 := by
    rw [← Real.rpow_natCast, ← Real.rpow_add h0]; congr 1; push_cast; ring
  simp only [mul_zero, add_zero, zero_smul, map_add, map_smul, smul_eq_mul,
    add_apply, smul_apply]
  rw [show p - 1 - 1 = p - 2 by ring, hA1, hA]
  generalize q 0 ^ (p - 2) = A
  generalize fderiv ℝ (fderiv ℝ f) ((q 0)⁻¹ • x) = B
  generalize fderiv ℝ f ((q 0)⁻¹ • x) = L
  generalize f ((q 0)⁻¹ • x) = F
  field_simp
  ring

/-- If `x ≠ 0` and `f` is twice continuously differentiable at the inverted point, then the
Laplacian of the Kelvin transform of `f` at `x` is `‖x‖^(-d-2)` times the Laplacian of `f` at the
inverted point. -/
theorem laplacian_kelvin {f : Space d → ℝ} {x : Space d} (hx : x ≠ 0)
    (hf : ContDiffAt ℝ 2 f (invert x)) :
    laplacian (kelvin f) x = ‖x‖ ^ (-(d : ℝ) - 2) * laplacian f (invert x) := by
  have hn : 0 < ‖x‖ := norm_pos_iff.mpr hx
  have hpow (v : Space d) (r : ℝ) : ‖v‖ ^ r = (‖v‖ ^ 2) ^ (r / 2) := by
    rw [← Real.rpow_natCast, ← Real.rpow_mul (norm_nonneg v)]
    congr 1; push_cast; ring
  have hq (i : Fin d) (t : ℝ) :
      HasDerivAt (fun t : ℝ => ‖x + t • axis i‖ ^ 2) (2 * x i + 2 * t) t := by
    have hin : inner ℝ x (axis i) = x i := by
      simp [axis, EuclideanSpace.inner_single_right]
    have hax : ‖axis i‖ = 1 := by simp [axis]
    have hfun : (fun t : ℝ => ‖x + t • axis i‖ ^ 2) =
        fun t => ‖x‖ ^ 2 + (2 * x i * t + t ^ 2) := by
      funext t
      rw [norm_add_sq_real, inner_smul_right, norm_smul, hin, hax, mul_one,
        Real.norm_eq_abs, sq_abs]
      ring
    rw [hfun]
    exact ((((hasDerivAt_id' t).const_mul (2 * x i)).fun_add
      (hasDerivAt_pow 2 t)).const_add (‖x‖ ^ 2)).congr_deriv (by simp)
  have hline (i : Fin d) (t : ℝ) : kelvin f (x + t • axis i) =
      (‖x + t • axis i‖ ^ 2) ^ ((2 - (d : ℝ)) / 2) *
        f ((‖x + t • axis i‖ ^ 2)⁻¹ • (x + t • axis i)) := by
    rw [kelvin, invert, hpow]
  have h := fun i : Fin d => second_deriv_inverted_line (f := f) (x := x) (v := axis i)
    (y := invert x) (p := (2 - (d : ℝ)) / 2) (hq i)
    (by simp only [zero_smul, add_zero]; exact pow_pos hn 2)
    (by simp only [invert, zero_smul, add_zero]) hf
  simp only [zero_smul, add_zero] at h
  rw [laplacian_eq_trace hf, laplacian]
  simp only [hline]
  rw [Finset.sum_congr rfl fun i _ => h i, ← Finset.mul_sum, hpow x (-(d : ℝ) - 2),
    show (-(d : ℝ) - 2) / 2 = (2 - (d : ℝ)) / 2 - 2 by ring]
  congr 1
  -- sum over the axes; everything but the trace cancels
  have hx2 : ∑ i, x i ^ 2 = ‖x‖ ^ 2 := by simp [EuclideanSpace.norm_sq_eq]
  generalize fderiv ℝ (fderiv ℝ f) (invert x) = B
  have hB := sum_coord (B.flip x) x
  simp only [ContinuousLinearMap.flip_apply] at hB
  simp only [Finset.sum_add_distrib, Finset.sum_sub_distrib, ← Finset.mul_sum,
    ← Finset.sum_mul, Finset.sum_const, Finset.card_univ, Fintype.card_fin,
    nsmul_eq_mul, hx2, hB, sum_coord]
  field_simp
  ring

/-- Away from the origin the Kelvin transform keeps twice continuous differentiability. -/
theorem contDiffAt_kelvin {f : Space d → ℝ} {x : Space d} (hx : x ≠ 0)
    (hf : ContDiffAt ℝ 2 f (invert x)) : ContDiffAt ℝ 2 (kelvin f) x := by
  have hn : ‖x‖ ≠ 0 := norm_ne_zero_iff.mpr hx
  have h1 : ContDiffAt ℝ 2 (fun z : Space d => ‖z‖ ^ (2 - (d : ℝ))) x :=
    (contDiffAt_norm ℝ hx).rpow_const_of_ne hn
  have h0 : ContDiffAt ℝ 2 (fun z : Space d => ‖z‖ ^ 2) x :=
    (contDiff_norm_sq ℝ).contDiffAt
  have h2 : ContDiffAt ℝ 2 (invert : Space d → Space d) x :=
    (h0.inv (pow_ne_zero 2 hn)).smul contDiffAt_id
  exact h1.mul (hf.comp x h2)

/-- If `f` is harmonic on `U`, its Kelvin transform is harmonic on the set of nonzero
points whose inversion lies in `U`. -/
theorem HarmonicOn.kelvin {f : Space d → ℝ} {U : Set (Space d)} (hf : HarmonicOn f U) :
    HarmonicOn (kelvin f) {x | x ≠ 0 ∧ invert x ∈ U} := by
  rintro x ⟨hx, hU⟩
  obtain ⟨hc, hl⟩ := hf _ hU
  exact ⟨contDiffAt_kelvin hx hc, by rw [laplacian_kelvin hx hc, hl, mul_zero]⟩

/-- Applied twice, the Kelvin transform gives back the function away from the origin. -/
theorem kelvin_kelvin (f : Space d → ℝ) {x : Space d} (hx : x ≠ 0) :
    kelvin (kelvin f) x = f x := by
  have hn : ‖x‖ ≠ 0 := norm_ne_zero_iff.mpr hx
  have h1 : ‖invert x‖ = ‖x‖⁻¹ := by
    rw [invert, norm_smul, norm_inv, norm_pow, norm_norm]
    field_simp
  have h2 : invert (invert x) = x := by
    change (‖invert x‖ ^ 2)⁻¹ • invert x = x
    rw [h1, invert, smul_smul,
      show (‖x‖⁻¹ ^ 2)⁻¹ * (‖x‖ ^ 2)⁻¹ = (1 : ℝ) by field_simp, one_smul]
  change ‖x‖ ^ (2 - (d : ℝ)) * (‖invert x‖ ^ (2 - (d : ℝ)) * f (invert (invert x))) = f x
  rw [h2, h1, ← mul_assoc, ← Real.mul_rpow (norm_nonneg _) (inv_nonneg.mpr (norm_nonneg _)),
    mul_inv_cancel₀ hn, Real.one_rpow, one_mul]

/-- In three dimensions, for `f` twice continuously differentiable, the Laplacian of `f(x/‖x‖²)/‖x‖`
at `x ≠ 0` is the Laplacian of `f` at `x/‖x‖²`, divided by `‖x‖⁵`. -/
theorem laplacian_kelvin_three {f : Space 3 → ℝ} (hf : ContDiff ℝ 2 f) {x : Space 3}
    (hx : x ≠ 0) :
    laplacian (fun z : Space 3 => f ((‖z‖ ^ 2)⁻¹ • z) / ‖z‖) x =
      laplacian f ((‖x‖ ^ 2)⁻¹ • x) / ‖x‖ ^ 5 := by
  have hk : (fun z : Space 3 => f ((‖z‖ ^ 2)⁻¹ • z) / ‖z‖) = kelvin f := by
    funext z
    rw [kelvin, invert, show (2 - ((3 : ℕ) : ℝ)) = -1 by norm_num, Real.rpow_neg_one,
      div_eq_inv_mul]
  rw [hk, laplacian_kelvin hx hf.contDiffAt,
    show (-((3 : ℕ) : ℝ) - 2) = -((5 : ℕ) : ℝ) by norm_num,
    Real.rpow_neg (norm_nonneg x), Real.rpow_natCast, invert, div_eq_inv_mul]

end

end KelvinTransform
```

```lean
#print axioms KelvinTransform.kelvin_kelvin
-- 'KelvinTransform.kelvin_kelvin' depends on axioms: [propext, Classical.choice, Quot.sound]
#print axioms KelvinTransform.laplacian_kelvin_three
-- 'KelvinTransform.laplacian_kelvin_three' depends on axioms: [propext, Classical.choice, Quot.sound]
```

## The formula in $d$ dimensions

For $f:\mathbb R^d\to\mathbb R$, `kelvin f` is the function
$$Kf(x)=\|x\|^{2-d}f(x/\|x\|^2).$$
The theorem `laplacian_kelvin` says that if $x\ne0$ and $f$ is twice continuously differentiable at $x/\|x\|^2$, then
$$\Delta(Kf)(x)=\|x\|^{-d-2}(\Delta f)(x/\|x\|^2).$$
`laplacian_kelvin_three` is the case $d=3$, for $f$ twice continuously differentiable on the whole space.

`Space d` is Euclidean space, `invert` is inversion in the unit sphere, and `laplacian` is the sum of second derivatives along the coordinate axes. `HarmonicOn f U` requires $f$ to be twice continuously differentiable with zero Laplacian at each point of `U`. By `HarmonicOn.kelvin`, $Kf$ is then harmonic at every nonzero point whose inversion lies in `U`. By `kelvin_kelvin`, applying $K$ twice returns $f$ away from the origin.

## Potentials and charge densities

In a charge-free region of vacuum, or of a uniform, isotropic, linear dielectric, the electrostatic potential $f$ is harmonic. Where there is a smooth charge density, Poisson's equation makes $\Delta f$ proportional to it, so in three dimensions the density belonging to $Kf$ at $x$ is $\|x\|^{-5}$ times the density belonging to $f$ at $x/\|x\|^2$. On the unit sphere $Kf=f$; a sphere of another radius is reached by choosing it as the unit of length.

For Coulomb potentials in charge-free regions, the transform links the regular solid harmonics of a multipole expansion to the irregular ones, $r^\ell Y_{\ell m}\mapsto r^{-\ell-1}Y_{\ell m}$, with $r=\|x\|$ and $Y_{\ell m}$ a spherical harmonic. The Laplacian formulas assume that $x\ne0$ and that $f$ is twice continuously differentiable at the inverted point, so they do not treat the behaviour of $Kf$ at the origin or the singularity of a point charge.

## Why only the trace remains

Fix $x\ne0$ and write $s=\|x\|^2$, $y=x/s$ and $p=(2-d)/2$. Let $L$ and $B$ be the first and second derivatives of $f$ at $y$, and $e_i$ the unit vector along axis $i$. On the line $x+te_i$, put
$$q(t)=\|x+te_i\|^2,\qquad u=q^p,\qquad \gamma=(x+te_i)/q.$$
Then $Kf(x+te_i)=u(t)f(\gamma(t))$, and the chain rule, `second_deriv_along`, gives
$$(u\,f\circ\gamma)''=u''f+2u'L(\gamma')+u\,[B(\gamma',\gamma')+L(\gamma'')]$$
at $t=0$. Since $q'(0)=2x_i$ and $q''=2$,
$$u'=2px_is^{p-1},\qquad u''=2ps^{p-1}+4p(p-1)x_i^2s^{p-2},$$
$$\gamma'=\frac{e_i}{s}-\frac{2x_i}{s^2}x,\qquad \gamma''=-\frac{4x_i}{s^2}e_i+\Big(\frac{8x_i^2}{s^3}-\frac{2}{s^2}\Big)x.$$
Inserting these is the content of `second_deriv_inverted_line`.

Now sum over $i$, using $\sum_i x_i^2=s$ and $\sum_i x_iL(e_i)=L(x)$. The second identity is `sum_coord`, which also handles $B$ with one argument fixed.

- The terms in $f(y)$ give $2p(d+2p-2)s^{p-1}f(y)=0$, because $2p=2-d$.
- The terms in $L$ give $-4ps^{p-2}L(x)$ from $2u'L(\gamma')$ and $(4-2d)s^{p-2}L(x)$ from $uL(\gamma'')$. Their sum is zero.
- The terms in $B$ give
$$s^p\Big[\frac{1}{s^2}\sum_iB(e_i,e_i)-\frac{4}{s^3}B(x,x)+\frac{4}{s^3}B(x,x)\Big]=s^{p-2}\sum_iB(e_i,e_i).$$

The remaining sum is $\Delta f(y)$ by `laplacian_eq_trace`, which applies the same chain rule to a straight line with weight 1. Since $s^{p-2}=\|x\|^{-d-2}$, the formula follows. In the proof of `laplacian_kelvin`, `generalize` replaces the second derivative of $f$ by a plain symbol, and `field_simp` and `ring` carry out the cancellation.

Harmonicity then follows from the vanishing right-hand side together with `contDiffAt_kelvin`, which supplies the smoothness of $Kf$. The double transform returns $f$ because inversion undoes itself and the two weights multiply to 1.

## Differentiating a derivative with `EventuallyEq`

A second derivative at $t=0$ depends on the first derivative near zero, so a formula for the first derivative at that single point is not enough. In `second_deriv_along`, the statement `hF` therefore has the form `=ᶠ[𝓝 0]`: the two functions agree on some neighbourhood of zero. Then `hF.deriv_eq` replaces the inner derivative by its explicit formula before the outer one is taken. The neighbourhood exists because $u$ and $\gamma$ are differentiable near zero, $f$ is differentiable near $\gamma(0)$, and $\gamma$ is continuous at zero. On the inverted line, $u$ and $\gamma$ are differentiable near zero because $q$ stays positive there.
